# Bond dimension 3 is minimal for the two-site transverse Ising Hamiltonian with non-zero coupling and field

Take two spins and the operator $X\otimes 1 + 1\otimes X$, where $X$ is the Pauli matrix that flips a spin and $1$ is the identity. Can it be written as a single product $A\otimes B$ of complex $2\times2$ matrices? Label the two states of each spin by $0$ and $1$. A matrix element of $A\otimes B$ is $A_{ss'}B_{tt'}$, with $s,s'$ belonging to the left spin and $t,t'$ to the right one. Arrange these numbers in a table whose rows are labelled by the pair $(s,s')$ and whose columns are labelled by $(t,t')$. For a single product, every row is a multiple of the same vector, so every $2\times2$ minor of the table vanishes. For $X\otimes 1+1\otimes X$, the rows and columns $(0,0)$ and $(0,1)$ give

$$
\det\begin{pmatrix}0&1\\1&0\end{pmatrix}=-1 ,
$$

so one product is not enough, and the two in the sum as written are the minimum. The transverse Ising Hamiltonian adds a coupling between the spins. When the coupling and the field are both non-zero, it needs three products, and a $3\times3$ minor shows it.

## Counting products with a minor

Let $Z=\mathrm{diag}(1,-1)$, and let $J$ and $g$ be complex numbers. The two-site transverse Ising Hamiltonian is

$$
H(J,g)=J\,Z\otimes Z+g\,(X\otimes 1+1\otimes X),
$$

where $J$ is the coupling between the spins and $g$ is the field transverse to the coupled spin component. A two-site matrix product operator (MPO) of bond dimension $r$ is a sum

$$
\sum_{a=0}^{r-1}A_a\otimes B_a
$$

with arbitrary matrices $A_a$ on the left site and $B_a$ on the right site. The claim is that, for $J\neq0$ and $g\neq0$, the operator $H(J,g)$ has this form if and only if $r\ge3$.

The table used above is called the realigned operator. For an operator $M$ on two sites it is

$$
\widetilde M_{(s,s'),(t,t')}=M_{(s,t),(s',t')} .
$$

Suppose that $M$ is an MPO of bond dimension $r$. Choose $k$ row labels $p_i$ and $k$ column labels $q_j$, each of them a pair of indices of one site. The selected $k\times k$ block of $\widetilde M$ is

$$
\widetilde M_{p_i,q_j}=\sum_{a=0}^{r-1}(A_a)_{p_i}(B_a)_{q_j}=(LR)_{ij},\qquad L_{ia}=(A_a)_{p_i},\quad R_{aj}=(B_a)_{q_j}.
$$

Here $L$ has $k$ rows and $r$ columns. If the determinant of the block is non-zero, the block has rank $k$, and therefore

$$
k=\operatorname{rank}(LR)\le\operatorname{rank}L\le r .
$$

## The Ising minor and a matching decomposition

For $H(J,g)$, use the index pairs $(0,0)$, $(0,1)$, $(1,1)$ for both rows and columns. On these three pairs, in this order, the matrices have the entries

$$
1:\ (1,0,1),\qquad X:\ (0,1,0),\qquad Z:\ (1,0,-1).
$$

The remaining pair $(1,0)$ would only repeat the row and the column of $(0,1)$. Each entry of the block is $J$ times a product of two $Z$ entries, plus $g$ times the two mixed products of $X$ and identity entries:

$$
\begin{pmatrix}J&g&-J\\ g&0&g\\ -J&g&J\end{pmatrix}.
$$

Expanding the determinant along the first row gives

$$
J(0-g^2)-g(gJ+gJ)-J(g^2-0)=-4Jg^2 .
$$

This is non-zero when $J$ and $g$ are, so $r\ge3$.

Three products are also enough. The standard operator-valued matrix of the Ising chain is

$$
W=\begin{pmatrix}1&Z&gX\\0&0&JZ\\0&0&1\end{pmatrix},
$$

with rows and columns numbered $0,1,2$. Bond value $0$ means that no term of the Hamiltonian has been started yet, value $1$ that a $Z$ has been placed and awaits its partner, and value $2$ that the term is complete. With row $0$ on the left site and column $2$ on the right site,

$$
\sum_{a=0}^{2}W_{0a}\otimes W_{a2}=1\otimes gX+Z\otimes JZ+gX\otimes1=H(J,g).
$$

For a larger $r$, append terms $0\otimes0$.

## Where the coupling or the field vanishes

Both conditions are needed for the bound $r\ge3$. With $J=1$ and $g=0$ the Hamiltonian is $Z\otimes Z$, a single product, so a non-zero coupling alone does not force three terms. With $J=0$ and $g=1$ it is the opening example $X\otimes1+1\otimes X$, which has two terms, so a non-zero field alone does not force three either.

The minimal bond dimension is therefore discontinuous. At fixed $J\ne0$ it stays at $3$ for every non-zero $g$, however small, and drops to $1$ at $g=0$. At fixed $g\neq0$ it drops from $3$ to $2$ at $J=0$, where the minor from the opening, now $-g^2$, excludes a single product. The determinant $-4Jg^2$ itself goes to zero smoothly in both limits.

## Spins, operators and the bond index in Lean

```lean
import Mathlib

open Matrix
open scoped Kronecker

namespace IsingBondDimension

noncomputable section
```

The two Pauli matrices are written out over the complex numbers. The index type `Fin 2` has the elements $0$ and $1$, which label the eigenstates of $Z$ with eigenvalues $+1$ and $-1$.

```lean
/-- The Pauli matrix X. -/
def pauliX : Matrix (Fin 2) (Fin 2) ℂ := !![0, 1; 1, 0]

/-- The Pauli matrix Z. -/
def pauliZ : Matrix (Fin 2) (Fin 2) ℂ := !![1, 0; 0, -1]
```

The Hamiltonian acts on the space with basis labels `Fin 2 × Fin 2`, so a basis state is a pair of spin labels and no numbering from $0$ to $3$ has to be chosen. The symbol `⊗ₖ` is the Kronecker product, and `•` multiplies a matrix by a number. Both terms carry a plus sign; the common convention with minus signs is obtained by changing the signs of `J` and `g`. Since the parameters are complex, the operator need not be Hermitian; it is for real `J` and `g`.

```lean
/-- The two-site transverse Ising Hamiltonian with coupling `J` and transverse field `g`. -/
def isingH (J g : ℂ) : Matrix (Fin 2 × Fin 2) (Fin 2 × Fin 2) ℂ :=
  J • (pauliZ ⊗ₖ pauliZ) + g • (pauliX ⊗ₖ 1 + 1 ⊗ₖ pauliX)
```

An MPO is defined for two sites with arbitrary index types `m` and `n`, so the local dimensions may differ. The bond index `a` runs over `Fin r`, that is, over $0,\dots,r-1$. For $r=0$ the sum is the zero operator. Nothing is required of the families `A` and `B`: their members may be non-Hermitian, linearly dependent or zero.

```lean
/-- The two-site matrix product operator of bond dimension `r`: the bond index `a` is summed
over, with the operator `A a` on the left site and `B a` on the right site. -/
def twoSiteMPO {m n : Type*} {r : ℕ} (A : Fin r → Matrix m m ℂ) (B : Fin r → Matrix n n ℂ) :
    Matrix (m × n) (m × n) ℂ :=
  ∑ a, A a ⊗ₖ B a
```

Realignment is the regrouping $\widetilde M$. In the definition, `p` is the pair of left indices and `q` the pair of right indices, and `.1` and `.2` pick the row and column label of each site.

```lean
/-- The realigned operator: both indices of the left site label the rows, both indices of the
right site label the columns. -/
def realign {m n : Type*} (M : Matrix (m × n) (m × n) ℂ) : Matrix (m × m) (n × n) ℂ :=
  Matrix.of fun p q => M (p.1, q.1) (p.2, q.2)
```

The matrix $W$ is a $3\times3$ matrix whose entries are themselves $2\times2$ matrices. The entries `1` and `0` stand for the identity and the zero operator on one spin.

```lean
/-- The standard operator-valued matrix of the transverse Ising chain. -/
def isingW (J g : ℂ) : Matrix (Fin 3) (Fin 3) (Matrix (Fin 2) (Fin 2) ℂ) :=
  !![1, pauliZ, g • pauliX; 0, 0, J • pauliZ; 0, 0, 1]
```

The index pairs that select the Ising minor are listed in the order used above.

```lean
/-- Three of the four index pairs of a single spin, used to select a minor. -/
def indexPairs : Fin 3 → Fin 2 × Fin 2 := ![(0, 0), (0, 1), (1, 1)]
```

## A non-zero minor bounds the bond dimension from below

The first theorem holds for any two-site MPO, whatever the local spaces. The functions `p` and `q` choose `k` row labels and `k` column labels, and `submatrix p q` is the selected block. If its determinant is non-zero, then `k ≤ r`.

The matrices `L` and `R` are those of the derivation, and `hLR` states that the block equals their product; it is checked entry by entry. A non-zero determinant makes this product invertible, so its rank is `k`, which is recorded in `hfull`. The inequalities `h1` and `h2` are $\operatorname{rank}(LR)\le\operatorname{rank}L$ and $\operatorname{rank}L\le r$. The tactic `omega` then combines the three relations between natural numbers.

```lean
/-- If the realigned form of a two-site MPO has a non-zero minor of size `k`, then its bond
dimension is at least `k`. -/
theorem le_bondDim_of_minor_ne_zero {m n : Type*} {r k : ℕ}
    (A : Fin r → Matrix m m ℂ) (B : Fin r → Matrix n n ℂ)
    (p : Fin k → m × m) (q : Fin k → n × n)
    (h : ((realign (twoSiteMPO A B)).submatrix p q).det ≠ 0) : k ≤ r := by
  -- the minor factorises through the bond index
  let L : Matrix (Fin k) (Fin r) ℂ := Matrix.of fun i a => A a (p i).1 (p i).2
  let R : Matrix (Fin r) (Fin k) ℂ := Matrix.of fun a j => B a (q j).1 (q j).2
  have hLR : (realign (twoSiteMPO A B)).submatrix p q = L * R := by
    ext i j
    simp [L, R, realign, twoSiteMPO, Matrix.mul_apply, Matrix.sum_apply,
      Matrix.kroneckerMap_apply]
  rw [hLR] at h
  -- an invertible product has full rank, which the bond dimension must support
  have hfull : (L * R).rank = Fintype.card (Fin k) :=
    Matrix.rank_of_isUnit _ ((Matrix.isUnit_iff_isUnit_det _).2 (isUnit_iff_ne_zero.2 h))
  have h1 : (L * R).rank ≤ L.rank := Matrix.rank_mul_le_left L R
  have h2 : L.rank ≤ Fintype.card (Fin r) := Matrix.rank_le_card_width L
  rw [Fintype.card_fin] at hfull h2
  omega
```

## The determinant and the standard MPO

The next theorem is the evaluation of the $3\times3$ determinant. `Matrix.det_fin_three` writes out its six terms, `simp` inserts the entries of the Pauli matrices and the identity, and `ring` confirms that the resulting polynomial is $-4Jg^2$. The identity holds for all complex `J` and `g`, including zero.

```lean
/-- The selected 3×3 minor of the realigned Ising Hamiltonian equals `-4 J g²`. -/
theorem ising_minor (J g : ℂ) :
    ((realign (isingH J g)).submatrix indexPairs indexPairs).det = -4 * J * g ^ 2 := by
  rw [Matrix.det_fin_three]
  simp [realign, isingH, indexPairs, pauliX, pauliZ, Matrix.kroneckerMap_apply,
    Matrix.one_apply]
  ring
```

The standard decomposition is also valid for all parameters. The left family is `isingW J g 0 a`, which is row $0$ of $W$, and the right family is `isingW J g a 2`, which is column $2$. After the sum has been split into its three terms, the `change` step displays them as the explicit operators read off from $W$. The scalars are then moved out of the Kronecker products, and `module` compares the two linear combinations.

```lean
/-- The first row of the standard operator-valued matrix on the left site and its last column
on the right site give the two-site Ising Hamiltonian. -/
theorem standardMPO_eq (J g : ℂ) :
    twoSiteMPO (fun a => isingW J g 0 a) (fun a => isingW J g a 2) = isingH J g := by
  simp only [twoSiteMPO, Fin.sum_univ_three]
  change (1 : Matrix (Fin 2) (Fin 2) ℂ) ⊗ₖ (g • pauliX) + pauliZ ⊗ₖ (J • pauliZ)
    + (g • pauliX) ⊗ₖ (1 : Matrix (Fin 2) (Fin 2) ℂ) = _
  simp only [isingH, Matrix.kronecker_smul, Matrix.smul_kronecker]
  module
```

## Exactly the bond dimensions from 3 upwards

The main theorem assumes `J ≠ 0` and `g ≠ 0`, which means that the spins really interact and that the transverse field is really switched on. For each natural number `r`, it says that families `A` and `B` of `r` operators with `isingH J g = twoSiteMPO A B` exist exactly when `3 ≤ r`.

From left to right, a given decomposition is passed to the minor bound with both label functions equal to `indexPairs`. Rewriting with `h` and `ising_minor` leaves the task of showing that $-4Jg^2$ is non-zero, and this is where the two assumptions enter. From right to left, `r` is written as $3+k$, and `Fin.append` extends the two standard families by `k` zero operators. The added products vanish, and `standardMPO_eq` identifies what remains.

In tensor-network simulations the bond dimension of the Hamiltonian's MPO enters the cost of contractions, and for this two-site model the theorem rules out an exact compression of the standard form below 3. It concerns equality of operators, so it sets no limit on approximations with fewer terms. Nor does it treat longer chains.

```lean
/-- For non-zero coupling and non-zero transverse field, the two-site Ising Hamiltonian is an
MPO of bond dimension `r` exactly when `r` is at least 3. -/
theorem ising_bondDim_iff {J g : ℂ} (hJ : J ≠ 0) (hg : g ≠ 0) (r : ℕ) :
    (∃ A B : Fin r → Matrix (Fin 2) (Fin 2) ℂ, isingH J g = twoSiteMPO A B) ↔ 3 ≤ r := by
  constructor
  · rintro ⟨A, B, h⟩
    apply le_bondDim_of_minor_ne_zero A B indexPairs indexPairs
    rw [← h, ising_minor]
    exact mul_ne_zero (mul_ne_zero (by norm_num) hJ) (pow_ne_zero 2 hg)
  · intro hr
    obtain ⟨k, rfl⟩ := Nat.exists_eq_add_of_le hr
    -- pad the standard MPO with zero operators
    refine ⟨Fin.append (fun a => isingW J g 0 a) (fun _ : Fin k => 0),
      Fin.append (fun a => isingW J g a 2) (fun _ : Fin k => 0), ?_⟩
    rw [← standardMPO_eq]
    simp only [twoSiteMPO, Fin.sum_univ_add, Fin.append_left, Fin.append_right,
      Matrix.zero_kronecker, Finset.sum_const_zero, add_zero]
```

## When two products suffice

The following criterion has no assumption on the parameters: $H(J,g)$ equals $A\otimes B+C\otimes D$ for some $2\times2$ matrices exactly when $J=0$ or $g=0$.

For the forward direction, suppose that both parameters are non-zero. The two products form an MPO of bond dimension 2, with the left family `![A, C]` and the right family `![B, D]`, and the main theorem would give `3 ≤ 2`. For the converse, the decompositions are explicit. If $J=0$, they are $gX\otimes1+1\otimes gX$. If $g=0$, the term $JZ\otimes Z$ is supplemented by $0\otimes0$, because the statement asks for two products even where one is enough.

```lean
/-- The two-site Ising Hamiltonian is a sum of two Kronecker products exactly when the coupling
or the transverse field vanishes. -/
theorem ising_two_products_iff (J g : ℂ) :
    (∃ A B C D : Matrix (Fin 2) (Fin 2) ℂ, isingH J g = A ⊗ₖ B + C ⊗ₖ D) ↔
      J = 0 ∨ g = 0 := by
  constructor
  · rintro ⟨A, B, C, D, h⟩
    by_contra hne
    rw [not_or] at hne
    have h3 : 3 ≤ 2 := (ising_bondDim_iff hne.1 hne.2 2).1
      ⟨![A, C], ![B, D], by rw [h]; simp [twoSiteMPO, Fin.sum_univ_two]⟩
    omega
  · rintro (rfl | rfl)
    · -- only the field terms remain
      refine ⟨g • pauliX, 1, 1, g • pauliX, ?_⟩
      simp only [isingH, Matrix.kronecker_smul, Matrix.smul_kronecker]
      module
    · -- only the coupling term remains
      refine ⟨J • pauliZ, pauliZ, 0, 0, ?_⟩
      simp only [isingH, Matrix.smul_kronecker, Matrix.zero_kronecker]
      module
```

Finally, setting $J=g=1$ gives a statement without parameters: no choice of four complex $2\times2$ matrices turns $A\otimes B+C\otimes D$ into $X\otimes1+1\otimes X+Z\otimes Z$. In the proof, a supposed equality `h` is brought into the form required by the criterion, where `module` accounts for the different order of the terms and the factors of 1. The criterion then returns $1=0$ or $1=0$, which is a contradiction.

```lean
/-- The Hamiltonian X⊗1 + 1⊗X + Z⊗Z is not a sum of two Kronecker products of complex
2×2 matrices. -/
theorem ising_ne_two_products (A B C D : Matrix (Fin 2) (Fin 2) ℂ) :
    pauliX ⊗ₖ (1 : Matrix (Fin 2) (Fin 2) ℂ) + (1 : Matrix (Fin 2) (Fin 2) ℂ) ⊗ₖ pauliX
      + pauliZ ⊗ₖ pauliZ ≠ A ⊗ₖ B + C ⊗ₖ D := by
  intro h
  have h0 : (1 : ℂ) = 0 ∨ (1 : ℂ) = 0 := (ising_two_products_iff 1 1).1
    ⟨A, B, C, D, by rw [← h, isingH]; module⟩
  simp at h0

end

end IsingBondDimension
```

```lean
#print axioms IsingBondDimension.ising_bondDim_iff
#print axioms IsingBondDimension.ising_ne_two_products
```

```
'IsingBondDimension.ising_bondDim_iff' depends on axioms: [propext, Classical.choice, Quot.sound]
'IsingBondDimension.ising_ne_two_products' depends on axioms: [propext, Classical.choice, Quot.sound]
```
